# Vanishing dipole and traceless quadrupole of point charges with tetrahedral symmetry

Put four unit charges on alternate corners of the cube $[-1,1]^3$, with coordinates $(x_0,x_1,x_2)$:
$$v_0=(1,1,1),\quad v_1=(1,-1,-1),\quad v_2=(-1,1,-1),\quad v_3=(-1,-1,1).$$
The half turn $(x_0,x_1,x_2)\mapsto(x_0,-x_1,-x_2)$ swaps $v_0$ with $v_1$ and $v_2$ with $v_3$. The coordinate $x_1$ changes sign within each swapped pair, so its sum over the charges cancels as $(1-1)+(1-1)$, and the product $x_0x_1$ cancels in the same way. The shift $(x_0,x_1,x_2)\mapsto(x_1,x_2,x_0)$ fixes $v_0$ and cycles the other three vertices, so the sums of $x_0^2$, $x_1^2$ and $x_2^2$ agree, here at the value $4$. The product $x_0x_1x_2$ is unchanged by both maps, equals $1$ at every vertex, and sums to $4$. Cancellation under half turns and equalisation under the shift are all that the general case needs.

## Charges, symmetries and moments

The charges are labelled by the elements $i$ of a finite type `ι`. Charge $i$ has a real value $q_i$ of either sign and a position $r_i\in\mathbb R^3$, with components $r_{ia}$ for $a\in\{0,1,2\}$.

```lean
import Mathlib

open Matrix

namespace TetrahedralMultipoles

noncomputable section

variable {ι : Type*} [Fintype ι] {q : ι → ℝ} {r : ι → Fin 3 → ℝ}
```

A $3\times3$ matrix $R$ is a symmetry if some permutation $\sigma$ of the labels satisfies $q_{\sigma(i)}=q_i$ and $r_{\sigma(i)}=R\,r_i$ for all $i$. The map is linear, so the centre of symmetry is the origin, and all moments are taken about it. The condition is on labelled charges: a label with $q_i=0$ must also be carried to a label.

```lean
/-- The matrix `R` permutes the point charges: some relabelling `σ` preserves every charge
and sends the position `r i` to `R r i`. -/
def IsSymmetry (q : ι → ℝ) (r : ι → Fin 3 → ℝ) (R : Matrix (Fin 3) (Fin 3) ℝ) : Prop :=
  ∃ σ : Equiv.Perm ι, ∀ i, q (σ i) = q i ∧ r (σ i) = R *ᵥ r i
```

The shift is the matrix $C$, a rotation by a third of a turn about the body diagonal $(1,1,1)$.

```lean
/-- The cyclic coordinate shift `(x, y, z) ↦ (y, z, x)`. -/
def cyc : Matrix (Fin 3) (Fin 3) ℝ := !![0, 1, 0; 0, 0, 1; 1, 0, 0]
```

The half turn $H_k$ about axis $k$ keeps $x_k$ and reverses the other two coordinates.

```lean
/-- The half turn about the coordinate axis `k`; `halfTurn 0` is `diag(1, -1, -1)`. -/
def halfTurn (k : Fin 3) : Matrix (Fin 3) (Fin 3) ℝ :=
  diagonal fun a => if a = k then 1 else -1
```

The distribution is called tetrahedral when $C$ and $H_0=\mathrm{diag}(1,-1,-1)$ are symmetries. This fixes the orientation, with the twofold axes along the coordinate axes. Both generators are proper rotations, and no mirror plane is assumed.

```lean
/-- The charges are permuted by the cyclic shift and by `diag(1, -1, -1)`. -/
def Tetrahedral (q : ι → ℝ) (r : ι → Fin 3 → ℝ) : Prop :=
  IsSymmetry q r cyc ∧ IsSymmetry q r (halfTurn 0)
```

For a function $f$ of position the moment is $\langle f\rangle=\sum_i q_i f(r_i)$. It is linear in $f$ and is not divided by the total charge.

```lean
/-- The charge-weighted sum `∑ q_i f(r_i)` of a function of position. -/
def moment (q : ι → ℝ) (r : ι → Fin 3 → ℝ) (f : (Fin 3 → ℝ) → ℝ) : ℝ :=
  ∑ i, q i * f (r i)
```

The dipole is $p_a=\langle x_a\rangle$.

```lean
/-- The dipole vector with components `∑ q_i r_ia`. -/
def dipole (q : ι → ℝ) (r : ι → Fin 3 → ℝ) : Fin 3 → ℝ :=
  fun a => moment q r fun x => x a
```

The second-moment matrix is $M_{ab}=\langle x_ax_b\rangle$.

```lean
/-- The second-moment matrix with entries `∑ q_i r_ia r_ib`. -/
def secondMoment (q : ι → ℝ) (r : ι → Fin 3 → ℝ) : Matrix (Fin 3) (Fin 3) ℝ :=
  of fun a b => moment q r fun x => x a * x b
```

The traceless quadrupole is $Q_{ab}=\langle 3x_ax_b-\delta_{ab}|x|^2\rangle$, where $\delta_{ab}$ is the Kronecker delta and $|x|^2$ is written `x ⬝ᵥ x`. Conventions that differ by a constant factor, such as $\tfrac12$, vanish together with this one.

```lean
/-- The traceless quadrupole matrix with entries `∑ q_i (3 r_ia r_ib - |r_i|² δ_ab)`. -/
def quadrupole (q : ι → ℝ) (r : ι → Fin 3 → ℝ) : Matrix (Fin 3) (Fin 3) ℝ :=
  of fun a b => moment q r fun x => 3 * (x a * x b) - if a = b then x ⬝ᵥ x else 0
```

The vertices $v_0,\dots,v_3$ are stored at distance $\sqrt3$ from the origin. For unit charges at distance $d$ they are scaled by $d/\sqrt3$, which turns the diagonal value $4$ into $4d^2/3$ and the sum of $x_0x_1x_2$ into $4d^3/(3\sqrt3)$.

```lean
/-- Four alternate corners of the cube `[-1, 1]³`, the vertices of a regular tetrahedron. -/
def vertices : Fin 4 → Fin 3 → ℝ := ![![1, 1, 1], ![1, -1, -1], ![-1, 1, -1], ![-1, -1, 1]]
```

## Invariance of moments

Multiplying out the rows of $C$ gives $Cx=(x_1,x_2,x_0)$, which is checked component by component.

```lean
/-- The shift matrix sends `(x, y, z)` to `(y, z, x)`. -/
theorem cyc_mulVec (x : Fin 3 → ℝ) : cyc *ᵥ x = ![x 1, x 2, x 0] := by
  ext a
  simp only [mulVec, dotProduct, Fin.sum_univ_three]
  fin_cases a <;> simp [cyc]
```

Let $R$ be a symmetry with permutation $\sigma$. Then for every $f$
$$\langle f\circ R\rangle=\sum_i q_i f(Rr_i)=\sum_i q_{\sigma(i)}f(r_{\sigma(i)})=\sum_j q_jf(r_j)=\langle f\rangle .$$
The second equality substitutes the two symmetry conditions term by term, and the third renames $j=\sigma(i)$, which runs over every label once. These are the two lines of the `calc` block, and the renaming is `Equiv.sum_comp`.

```lean
/-- If `R` permutes the charges, the moment of `f ∘ R` equals the moment of `f`. -/
theorem moment_invariant {R : Matrix (Fin 3) (Fin 3) ℝ} (h : IsSymmetry q r R)
    (f : (Fin 3 → ℝ) → ℝ) : moment q r (fun x => f (R *ᵥ x)) = moment q r f := by
  obtain ⟨σ, hσ⟩ := h
  unfold moment
  -- relabel the sum by the permutation
  calc ∑ i, q i * f (R *ᵥ r i) = ∑ i, q (σ i) * f (r (σ i)) :=
        Finset.sum_congr rfl fun i _ => by rw [(hσ i).1, (hσ i).2]
    _ = ∑ i, q i * f (r i) := Equiv.sum_comp σ (fun i => q i * f (r i))
```

If $f(Rx)=-f(x)$ for all $x$, then $\langle f\circ R\rangle=-\langle f\rangle$ by linearity, which is `h2`. Invariance, `h1`, gives $\langle f\rangle=-\langle f\rangle$, so $\langle f\rangle=0$.

```lean
/-- If `R` permutes the charges and `f` changes sign under `R`, the moment of `f` is zero. -/
theorem moment_odd {R : Matrix (Fin 3) (Fin 3) ℝ} (h : IsSymmetry q r R)
    {f : (Fin 3 → ℝ) → ℝ} (hf : ∀ x, f (R *ᵥ x) = -f x) : moment q r f = 0 := by
  have h1 := moment_invariant h f
  have h2 : moment q r (fun x => f (R *ᵥ x)) = -moment q r f := by
    simp only [moment, hf, mul_neg, Finset.sum_neg_distrib]
  linarith
```

## All three half turns

If $R$ comes with $\sigma$ and $S$ with $\tau$, apply $\tau$ first and then $\sigma$:
$$q_{\sigma(\tau(i))}=q_{\tau(i)}=q_i,\qquad r_{\sigma(\tau(i))}=R\,r_{\tau(i)}=RS\,r_i .$$
So $RS$ is a symmetry, with the composite permutation `τ.trans σ`.

```lean
omit [Fintype ι] in
/-- The product of two matrices that permute the charges also permutes the charges. -/
theorem isSymmetry_mul {R S : Matrix (Fin 3) (Fin 3) ℝ} (hR : IsSymmetry q r R)
    (hS : IsSymmetry q r S) : IsSymmetry q r (R * S) := by
  obtain ⟨σ, hσ⟩ := hR
  obtain ⟨τ, hτ⟩ := hS
  refine ⟨τ.trans σ, fun i => ⟨?_, ?_⟩⟩
  · rw [Equiv.trans_apply, (hσ (τ i)).1, (hτ i).1]
  · rw [Equiv.trans_apply, (hσ (τ i)).2, (hτ i).2, mulVec_mulVec]
```

Conjugating $H_0$ by the shift moves its axis, and the inverse of $C$ can be written as $C^2$ because three shifts restore the order. Applying the factors to $x$ one after another, the rightmost first,
$$x\xrightarrow{\;C^2\;}(x_2,x_0,x_1)\xrightarrow{\;H_0\;}(x_2,-x_0,-x_1)\xrightarrow{\;C\;}(-x_0,-x_1,x_2),$$
so $H_2=CH_0CC$. The product of diagonals gives $H_0H_2=\mathrm{diag}(-1,1,-1)=H_1$. These identities are `e2` and `e1`, each verified on nine entries, and closure under products then makes $H_2$ and $H_1$ symmetries.

```lean
omit [Fintype ι] in
/-- A tetrahedral distribution is permuted by the half turns about all three axes. -/
theorem isSymmetry_halfTurn (h : Tetrahedral q r) (k : Fin 3) :
    IsSymmetry q r (halfTurn k) := by
  -- conjugating by the shift moves the axis of the half turn
  have e2 : halfTurn 2 = cyc * halfTurn 0 * cyc * cyc := by
    ext a b
    simp only [mul_apply, Fin.sum_univ_three]
    fin_cases a <;> fin_cases b <;> simp [cyc, halfTurn]
  have e1 : halfTurn 1 = halfTurn 0 * halfTurn 2 := by
    ext a b
    simp only [mul_apply, Fin.sum_univ_three]
    fin_cases a <;> fin_cases b <;> simp [halfTurn]
  have h2 : IsSymmetry q r (halfTurn 2) := by
    rw [e2]
    exact isSymmetry_mul (isSymmetry_mul (isSymmetry_mul h.1 h.2) h.1) h.1
  have h1 : IsSymmetry q r (halfTurn 1) := by
    rw [e1]
    exact isSymmetry_mul h.2 h2
  fin_cases k
  · exact h.2
  · exact h1
  · exact h2
```

## Dipole, second moments and quadrupole

The main theorem says that for any finite tetrahedral distribution
$$p=0,\qquad M=\frac{\langle|x|^2\rangle}{3}\,I,\qquad Q=0,$$
with $I$ the identity matrix.

For the diagonal of $M$, the function $x_0^2$ composed with $C$ is $x_1^2$, and $x_1^2$ composed with $C$ is $x_2^2$. Invariance gives $\langle x_1^2\rangle=\langle x_0^2\rangle$ and $\langle x_2^2\rangle=\langle x_1^2\rangle$, which are `h1` and `h2`, collected in `hd`. Since $\langle|x|^2\rangle=\langle x_0^2\rangle+\langle x_1^2\rangle+\langle x_2^2\rangle$, which is `htr`, each diagonal entry is one third of it, and `linarith` closes this case.

For $a\ne b$, the half turn $H_a$ keeps $x_a$ and reverses $x_b$. The product $x_ax_b$ is odd, so $M_{ab}=0$ by `moment_odd`.

For the dipole component $a$, pick any axis $k\neq a$, supplied by `exists_ne a`. Then $H_k$ reverses $x_a$, so $p_a=0$.

For the quadrupole, linearity gives $Q_{ab}=3M_{ab}-\delta_{ab}\langle|x|^2\rangle$, which is `hQ`. On the diagonal this is $3\cdot\langle|x|^2\rangle/3-\langle|x|^2\rangle=0$, and off the diagonal it is $3\cdot0=0$.

```lean
/-- For a tetrahedral distribution the dipole vanishes, the second-moment matrix is
`(∑ q_i |r_i|² / 3) I`, and the traceless quadrupole vanishes. -/
theorem tetrahedral_multipoles (h : Tetrahedral q r) :
    dipole q r = 0 ∧
    secondMoment q r = (moment q r (fun x => x ⬝ᵥ x) / 3) • (1 : Matrix (Fin 3) (Fin 3) ℝ) ∧
    quadrupole q r = 0 := by
  have hM : secondMoment q r =
      (moment q r (fun x => x ⬝ᵥ x) / 3) • (1 : Matrix (Fin 3) (Fin 3) ℝ) := by
    -- the shift equates the three diagonal entries
    have h1 : moment q r (fun x => x 1 * x 1) = moment q r (fun x => x 0 * x 0) := by
      simpa [cyc_mulVec] using moment_invariant h.1 (fun x => x 0 * x 0)
    have h2 : moment q r (fun x => x 2 * x 2) = moment q r (fun x => x 1 * x 1) := by
      simpa [cyc_mulVec] using moment_invariant h.1 (fun x => x 1 * x 1)
    have hd : ∀ a, moment q r (fun x => x a * x a) = moment q r (fun x => x 0 * x 0) := by
      intro a
      fin_cases a
      · rfl
      · exact h1
      · exact h2.trans h1
    have htr : moment q r (fun x => x ⬝ᵥ x) = moment q r (fun x => x 0 * x 0) +
        moment q r (fun x => x 1 * x 1) + moment q r (fun x => x 2 * x 2) := by
      simp only [moment, dotProduct, Fin.sum_univ_three, mul_add, Finset.sum_add_distrib]
    ext a b
    by_cases hab : a = b
    · subst hab
      simp only [secondMoment, of_apply, Matrix.smul_apply, Matrix.one_apply_eq, smul_eq_mul,
        mul_one]
      linarith [hd a, hd 1, hd 2, htr]
    · -- `x_a x_b` is odd under the half turn about axis `a`
      simp only [secondMoment, of_apply, Matrix.smul_apply, Matrix.one_apply_ne hab, smul_zero]
      exact moment_odd (isSymmetry_halfTurn h a) fun x => by
        simp [halfTurn, mulVec_diagonal, Ne.symm hab]
  refine ⟨?_, hM, ?_⟩
  · funext a
    obtain ⟨k, hk⟩ := exists_ne a
    show moment q r (fun x => x a) = 0
    exact moment_odd (isSymmetry_halfTurn h k) fun x => by
      simp [halfTurn, mulVec_diagonal, hk.symm]
  · ext a b
    have hQ : quadrupole q r a b =
        3 * secondMoment q r a b - if a = b then moment q r (fun x => x ⬝ᵥ x) else 0 := by
      by_cases hab : a = b
      · simp only [quadrupole, secondMoment, moment, of_apply, if_pos hab]
        rw [Finset.mul_sum, ← Finset.sum_sub_distrib]
        exact Finset.sum_congr rfl fun i _ => by ring
      · simp only [quadrupole, secondMoment, moment, of_apply, if_neg hab, sub_zero]
        rw [Finset.mul_sum]
        exact Finset.sum_congr rfl fun i _ => by ring
    rw [hQ, hM]
    simp only [Matrix.smul_apply, Matrix.one_apply, smul_eq_mul, Matrix.zero_apply]
    split_ifs <;> ring
```

The scalar $\langle|x|^2\rangle/3$ is left free by the symmetry, and with charges of both signs it can be positive, negative or zero. The theorem concerns finitely many fixed point charges with exact symmetry about the origin. Continuous densities, infinite lattices and distorted geometries are not covered. The limiting cases are a single charge at the origin and the empty label set, where the identity permutation serves for both generators and $p$, $M$, $Q$ are zero term by term.

In a program with an array `q` of charges and an array `r` of positions, one row per charge, the three quantities take three lines, and the last is the identity `hQ` combined with `htr`.

```python
p = q @ r
M = np.einsum('i,ia,ib->ab', q, r, r)
Q = 3 * M - np.trace(M) * np.eye(3)
```

For a rigid point-charge model of a molecule such as methane, with a central charge at the origin and four equal charges at the scaled vertices, `p` and `Q` should come out zero up to rounding, while the polarisation of a real electron cloud lies beyond such a model. When the total charge is nonzero the positions must be measured from the centre, because a shift of origin then changes `p` and `Q`. For a neutral model with vanishing dipole, `p`, `M` and `Q` do not depend on the choice of origin.

## Third moments

Take the monomial $x_a^2x_c$, with $a=c$ allowed, and an axis $k\ne c$. Under $H_k$ the factor $x_c$ changes sign. The factor $x_a$ keeps or changes its sign according to whether $a=k$, which is the split `by_cases ha : a = k`, and its square is unchanged either way. Hence $\langle x_a^2x_c\rangle=0$ for all nine pairs $(a,c)$, and of the ten cubic monomials only $x_0x_1x_2$ is left.

```lean
/-- For a tetrahedral distribution every third moment `∑ q_i r_ia² r_ic` with a repeated
coordinate vanishes. -/
theorem thirdMoment_repeated (h : Tetrahedral q r) (a c : Fin 3) :
    moment q r (fun x => x a ^ 2 * x c) = 0 := by
  obtain ⟨k, hk⟩ := exists_ne c
  refine moment_odd (isSymmetry_halfTurn h k) fun x => ?_
  by_cases ha : a = k <;> simp [halfTurn, mulVec_diagonal, hk.symm, ha]
```

## Energy in a harmonic quadratic potential

Let the external potential be $V(x)=c+b\cdot x+x^{\mathsf T}Ax$, with a constant $c$, a vector $b$ and a matrix $A$. Its Laplacian is $2\operatorname{tr}A$, so $\operatorname{tr}A=0$ is Laplace's equation for a source-free region. In Lean this enters directly as the hypothesis `hA : A.trace = 0`, and $A$ need not be symmetric. The energy of the charges in this potential, without their mutual interaction, is
$$\langle V\rangle=c\sum_iq_i+b\cdot p+\sum_{k,l}A_{kl}M_{kl}=c\sum_iq_i+b\cdot p+\operatorname{tr}(AM),$$
where the last form uses $M_{kl}=M_{lk}$. This is `e`, obtained by writing out all sums over components and comparing term by term with `ring`. Inserting $p=0$ and $M=mI$ with $m=\langle|x|^2\rangle/3$ leaves $\operatorname{tr}(AM)=m\operatorname{tr}A=0$, so
$$\langle V\rangle=c\sum_i q_i .$$

```lean
/-- In an external potential `c + b·x + xᵀ A x` with `tr A = 0`, the energy `∑ q_i V(r_i)`
of a tetrahedral distribution is `c` times the total charge. -/
theorem energy_harmonic_quadratic (h : Tetrahedral q r) (c : ℝ) (b : Fin 3 → ℝ)
    (A : Matrix (Fin 3) (Fin 3) ℝ) (hA : A.trace = 0) :
    moment q r (fun x => c + b ⬝ᵥ x + x ⬝ᵥ A *ᵥ x) = c * ∑ i, q i := by
  obtain ⟨hp, hM, -⟩ := tetrahedral_multipoles h
  -- monopole, dipole and second-moment contributions
  have e : moment q r (fun x => c + b ⬝ᵥ x + x ⬝ᵥ A *ᵥ x) =
      c * ∑ i, q i + b ⬝ᵥ dipole q r + (A * secondMoment q r).trace := by
    simp only [moment, dipole, secondMoment, trace_fin_three, mul_apply, of_apply, dotProduct,
      mulVec, Fin.sum_univ_three, Finset.mul_sum, ← Finset.sum_add_distrib]
    exact Finset.sum_congr rfl fun i _ => by ring
  rw [e, hp, hM]
  simp [hA]
```

The charges act like their total placed at the origin, where $V(0)=c$, and a neutral distribution has zero energy in every such potential. The statement is exact for harmonic polynomials $V$ of degree at most two; for $\operatorname{tr}A\ne0$ the term $m\operatorname{tr}A$ remains. If $V$ is the Taylor polynomial of degree two of a more general potential, the remainder also contributes to the energy, and nothing here bounds it.

## The tetrahedron and the role of both generators

The opening example is tetrahedral. The shift sends $v_0,v_1,v_2,v_3$ to $v_0,v_3,v_1,v_2$, which is the permutation `![0, 3, 1, 2]` with inverse `![0, 2, 3, 1]`. The half turn $H_0$ gives `![1, 0, 3, 2]`, its own inverse. The proof checks the inverses and the images of the vertices case by case, and then adds $1+1+1+1$ to obtain $\langle x_0x_1x_2\rangle=4$. The remaining cubic moment is therefore not forced to vanish by the symmetry.

```lean
/-- Unit charges on the four tetrahedron vertices form a tetrahedral distribution, and
their third moment `∑ q_i x_i y_i z_i` equals `4`. -/
theorem tetrahedral_witness :
    Tetrahedral (fun _ : Fin 4 => (1 : ℝ)) vertices ∧
    moment (fun _ : Fin 4 => (1 : ℝ)) vertices (fun x => x 0 * x 1 * x 2) = 4 := by
  refine ⟨⟨⟨⟨![0, 3, 1, 2], ![0, 2, 3, 1], ?_, ?_⟩, fun i => ⟨rfl, ?_⟩⟩,
    ⟨⟨![1, 0, 3, 2], ![1, 0, 3, 2], ?_, ?_⟩, fun i => ⟨rfl, ?_⟩⟩⟩, ?_⟩
  · intro i
    fin_cases i <;> rfl
  · intro i
    fin_cases i <;> rfl
  · rw [cyc_mulVec]
    ext a
    fin_cases i <;> fin_cases a <;> simp [vertices]
  · intro i
    fin_cases i <;> rfl
  · intro i
    fin_cases i <;> rfl
  · ext a
    simp only [halfTurn, mulVec_diagonal]
    fin_cases i <;> fin_cases a <;> simp [vertices]
  · simp [moment, Fin.sum_univ_four, vertices]
    norm_num
```

With one generator alone the conclusion can fail, and a single unit charge shows it. At $(1,1,1)$ the charge is fixed by $C$, with $p_0=1$ and $Q_{01}=3\cdot1\cdot1=3$. At $(1,0,0)$ it is fixed by $H_0$, with $p_0=1$ and $Q_{11}=3\cdot0-1=-1$. The label type is `Unit` and the permutation is the identity. The theorem states that $p\neq0$ and $Q\ne0$ in both cases, and the proof reads off exactly these entries to contradict the assumption that they vanish.

```lean
/-- A unit charge at `(1, 1, 1)` is fixed by the shift and one at `(1, 0, 0)` by
`diag(1, -1, -1)`, and each has nonzero dipole and nonzero traceless quadrupole. -/
theorem one_generator_insufficient :
    (IsSymmetry (fun _ : Unit => (1 : ℝ)) (fun _ => ![1, 1, 1]) cyc ∧
      dipole (fun _ : Unit => (1 : ℝ)) (fun _ => ![1, 1, 1]) ≠ 0 ∧
      quadrupole (fun _ : Unit => (1 : ℝ)) (fun _ => ![1, 1, 1]) ≠ 0) ∧
    (IsSymmetry (fun _ : Unit => (1 : ℝ)) (fun _ => ![1, 0, 0]) (halfTurn 0) ∧
      dipole (fun _ : Unit => (1 : ℝ)) (fun _ => ![1, 0, 0]) ≠ 0 ∧
      quadrupole (fun _ : Unit => (1 : ℝ)) (fun _ => ![1, 0, 0]) ≠ 0) := by
  refine ⟨⟨⟨Equiv.refl _, fun i => ⟨rfl, ?_⟩⟩, fun h => ?_, fun h => ?_⟩,
    ⟨⟨Equiv.refl _, fun i => ⟨rfl, ?_⟩⟩, fun h => ?_, fun h => ?_⟩⟩
  · rw [cyc_mulVec]
    ext a
    fin_cases a <;> simp
  · have := congrFun h 0
    simp [dipole, moment] at this
  · have := congrFun (congrFun h 0) 1
    simp [quadrupole, moment] at this
  · ext a
    simp only [halfTurn, mulVec_diagonal]
    fin_cases a <;> simp
  · have := congrFun h 0
    simp [dipole, moment] at this
  · have := congrFun (congrFun h 1) 1
    simp [quadrupole, moment, dotProduct, Fin.sum_univ_three] at this

end

end TetrahedralMultipoles
```

```lean
#print axioms TetrahedralMultipoles.tetrahedral_multipoles
-- 'TetrahedralMultipoles.tetrahedral_multipoles' depends on axioms: [propext, Classical.choice, Quot.sound]
#print axioms TetrahedralMultipoles.thirdMoment_repeated
-- 'TetrahedralMultipoles.thirdMoment_repeated' depends on axioms: [propext, Classical.choice, Quot.sound]
#print axioms TetrahedralMultipoles.energy_harmonic_quadratic
-- 'TetrahedralMultipoles.energy_harmonic_quadratic' depends on axioms: [propext, Classical.choice, Quot.sound]
#print axioms TetrahedralMultipoles.one_generator_insufficient
-- 'TetrahedralMultipoles.one_generator_insufficient' depends on axioms: [propext, Classical.choice, Quot.sound]
```
